# For hopping −t < 0 and zero on-site energy on a z-regular graph of n sites, singly filled levels have total energy at least −n t√z/2

If every bond is credited with the same fixed energy, the estimated binding of a tight-binding solid rises in proportion to the number z of neighbours, and for large z it exceeds anything the electronic levels can supply. With one orbital of zero on-site energy on each of n sites, z > 0 neighbours per site and a fixed hopping amplitude −t < 0, singly filled levels can supply at most n t√z/2.

In Lean 4 with Mathlib:

```lean
import Mathlib

open Matrix

namespace TightBindingBound

noncomputable section

variable {V : Type*} [Fintype V] [DecidableEq V]
variable (G : SimpleGraph V) [DecidableRel G.Adj] (t : ℝ)

/-- The tight-binding Hamiltonian with amplitude `-t` on every bond of the graph and zero
on-site energy. -/
def hopping : Matrix V V ℝ := (-t) • G.adjMatrix ℝ

omit [Fintype V] [DecidableEq V] in
/-- The tight-binding Hamiltonian is Hermitian. -/
theorem hopping_isHermitian : (hopping G t).IsHermitian :=
  Matrix.IsHermitian.ext fun i j => by
    simp [hopping, SimpleGraph.adjMatrix_apply, G.adj_comm j i]

/-- The one-electron levels: the eigenvalues of the Hamiltonian, counted with multiplicity. -/
def level : V → ℝ := (hopping_isHermitian G t).eigenvalues

/-- The energy of a set `s` of singly occupied levels. -/
def bandEnergy (s : Finset V) : ℝ := ∑ i ∈ s, level G t i

omit [DecidableEq V] in
/-- The squared Hamiltonian is `t²` times the matrix that counts two-step walks. -/
theorem hopping_sq :
    hopping G t * hopping G t = t ^ 2 • (G.adjMatrix ℝ * G.adjMatrix ℝ) := by
  simp only [hopping, Matrix.smul_mul, Matrix.mul_smul, smul_smul]
  congr 1
  ring

/-- One orthogonal change of basis brings the Hamiltonian and its square to diagonal form, with
the levels and the squared levels on the diagonal. -/
theorem diagonalization : ∃ U : Matrix V V ℝ, U * star U = 1 ∧ star U * U = 1 ∧
    hopping G t = U * diagonal (level G t) * star U ∧
    hopping G t * hopping G t = U * diagonal (fun i => level G t i ^ 2) * star U := by
  obtain ⟨U, h1, h2, h⟩ : ∃ U : Matrix V V ℝ, U * star U = 1 ∧ star U * U = 1 ∧
      hopping G t = U * diagonal (level G t) * star U := by
    refine ⟨(hopping_isHermitian G t).eigenvectorUnitary,
      Matrix.mem_unitaryGroup_iff.mp (hopping_isHermitian G t).eigenvectorUnitary.2,
      Matrix.mem_unitaryGroup_iff'.mp (hopping_isHermitian G t).eigenvectorUnitary.2, ?_⟩
    have h := (hopping_isHermitian G t).spectral_theorem
    rw [Unitary.conjStarAlgAut_apply] at h
    exact h
  refine ⟨U, h1, h2, h, ?_⟩
  calc hopping G t * hopping G t
      = U * diagonal (level G t) * (star U * U) * diagonal (level G t) * star U := by
        rw [h]; simp only [mul_assoc]
    _ = U * (diagonal (level G t) * diagonal (level G t)) * star U := by
        rw [h2, mul_one]; simp only [mul_assoc]
    _ = _ := by simp only [Matrix.diagonal_mul_diagonal, sq]

/-- The levels sum to zero. -/
theorem sum_level : ∑ i, level G t i = 0 := by
  obtain ⟨U, -, h2, h, -⟩ := diagonalization G t
  have htr : (hopping G t).trace = ∑ i, level G t i := by
    rw [h, Matrix.trace_mul_comm, ← mul_assoc, h2, one_mul, Matrix.trace_diagonal]
  rw [← htr]
  simp [hopping, Matrix.trace]

variable {G t} {z : ℕ}

/-- On a `z`-regular graph with `n` sites the squared levels sum to `n z t²`. -/
theorem sum_level_sq (hG : G.IsRegularOfDegree z) :
    ∑ i, level G t i ^ 2 = Fintype.card V * (z * t ^ 2) := by
  obtain ⟨U, -, h2, -, h⟩ := diagonalization G t
  have htr : (hopping G t * hopping G t).trace = ∑ i, level G t i ^ 2 := by
    rw [h, Matrix.trace_mul_comm, ← mul_assoc, h2, one_mul, Matrix.trace_diagonal]
  -- each site has `z` closed two-step walks
  have hd : ∀ i, (hopping G t * hopping G t) i i = z * t ^ 2 := fun i => by
    rw [hopping_sq, Matrix.smul_apply, SimpleGraph.adjMatrix_mul_self_apply_self, hG i,
      smul_eq_mul, mul_comm]
  rw [← htr]
  simp only [Matrix.trace, Matrix.diag_apply, hd, Finset.sum_const, Finset.card_univ,
    nsmul_eq_mul]

/-- The squared Hamiltonian is the scalar `c` exactly when every squared level equals `c`. -/
theorem hopping_sq_eq_iff (c : ℝ) :
    hopping G t * hopping G t = c • (1 : Matrix V V ℝ) ↔ ∀ i, level G t i ^ 2 = c := by
  obtain ⟨U, h1, h2, -, h⟩ := diagonalization G t
  constructor
  · intro hc i
    have hD : diagonal (fun i => level G t i ^ 2) = c • (1 : Matrix V V ℝ) := by
      calc diagonal (fun i => level G t i ^ 2)
          = (star U * U) * diagonal (fun i => level G t i ^ 2) * (star U * U) := by
            rw [h2, one_mul, mul_one]
        _ = star U * (U * diagonal (fun i => level G t i ^ 2) * star U) * U := by
            simp only [mul_assoc]
        _ = star U * (c • (1 : Matrix V V ℝ)) * U := by rw [← h, hc]
        _ = c • (1 : Matrix V V ℝ) := by rw [Matrix.mul_smul, mul_one, Matrix.smul_mul, h2]
    simpa using congrFun (congrFun hD i) i
  · intro hc
    have hf : (fun i => level G t i ^ 2) = fun _ => c := funext hc
    rw [h, hf, ← Matrix.smul_one_eq_diagonal, Matrix.mul_smul, mul_one, Matrix.smul_mul, h1]

/-- On a `z`-regular graph with `n` sites, the squared distances of the occupied levels from `-t√z`
and of the empty levels from `t√z` add up to `4t√z` times the band energy measured from `-n t√z/2`.
-/
theorem deviation_identity (hG : G.IsRegularOfDegree z) (s : Finset V) :
    ∑ i, (level G t i + if i ∈ s then t * √(z : ℝ) else -(t * √(z : ℝ))) ^ 2 =
      4 * (t * √(z : ℝ)) * (bandEnergy G t s + Fintype.card V * (t * √(z : ℝ)) / 2) := by
  have ha2 : (t * √(z : ℝ)) ^ 2 = z * t ^ 2 := by
    rw [mul_pow, Real.sq_sqrt (Nat.cast_nonneg z)]; ring
  generalize t * √(z : ℝ) = a at ha2 ⊢
  have hterm : ∀ i, (level G t i + if i ∈ s then a else -a) ^ 2 =
      level G t i ^ 2 + a ^ 2 - 2 * a * level G t i
        + 4 * a * (if i ∈ s then level G t i else 0) := by
    intro i
    split_ifs <;> ring
  simp only [hterm, Finset.sum_add_distrib, Finset.sum_sub_distrib, ← Finset.mul_sum,
    Finset.sum_ite_mem, Finset.univ_inter, sum_level, sum_level_sq hG, Finset.sum_const,
    Finset.card_univ, nsmul_eq_mul, bandEnergy]
  linear_combination (-(Fintype.card V : ℝ)) * ha2

/-- On a `z`-regular graph with `n` sites, `z > 0` and `t > 0`, every set of singly occupied levels
has energy at least `-n t√z/2`, and some set attains this value exactly when `H² = z t² 1`. -/
theorem bandEnergy_bound (ht : 0 < t) (hz : 0 < z) (hG : G.IsRegularOfDegree z) :
    (∀ s, -(Fintype.card V * (t * √(z : ℝ)) / 2) ≤ bandEnergy G t s) ∧
    ((∃ s, bandEnergy G t s = -(Fintype.card V * (t * √(z : ℝ)) / 2)) ↔
      hopping G t * hopping G t = ((z : ℝ) * t ^ 2) • (1 : Matrix V V ℝ)) := by
  have ha : 0 < t * √(z : ℝ) := mul_pos ht (Real.sqrt_pos.mpr (Nat.cast_pos.mpr hz))
  have ha2 : (t * √(z : ℝ)) ^ 2 = z * t ^ 2 := by
    rw [mul_pow, Real.sq_sqrt (Nat.cast_nonneg z)]; ring
  have h4 : 0 < 4 * (t * √(z : ℝ)) := by linarith
  refine ⟨fun s => ?_, ?_, ?_⟩
  · have h0 := Finset.sum_nonneg (s := Finset.univ) (fun i _ => sq_nonneg
      (level G t i + if i ∈ s then t * √(z : ℝ) else -(t * √(z : ℝ))))
    rw [deviation_identity hG s] at h0
    have h1 := (mul_nonneg_iff_of_pos_left h4).mp h0
    linarith
  · -- at equality every deviation vanishes
    rintro ⟨s, hs⟩
    rw [hopping_sq_eq_iff]
    intro i
    have h0 := deviation_identity (t := t) hG s
    rw [hs, neg_add_cancel, mul_zero] at h0
    have hi := (Finset.sum_eq_zero_iff_of_nonneg (fun i _ => sq_nonneg _)).mp h0 i
      (Finset.mem_univ i)
    have hi' := (pow_eq_zero_iff two_ne_zero).mp hi
    split_ifs at hi'
    · linear_combination (level G t i - t * √(z : ℝ)) * hi' + ha2
    · linear_combination (level G t i + t * √(z : ℝ)) * hi' + ha2
  · -- conversely, fill the negative levels
    intro h
    rw [hopping_sq_eq_iff] at h
    refine ⟨Finset.univ.filter (fun i => level G t i < 0), ?_⟩
    have h0 := deviation_identity (t := t) hG (Finset.univ.filter (fun i => level G t i < 0))
    rw [Finset.sum_eq_zero] at h0
    · have h1 := (mul_eq_zero.mp h0.symm).resolve_left h4.ne'
      linarith
    · intro i _
      simp only [Finset.mem_filter, Finset.mem_univ, true_and]
      rcases sq_eq_sq_iff_eq_or_eq_neg.mp ((h i).trans ha2.symm) with e | e
      · rw [e, if_neg (not_lt_of_ge ha.le)]; ring
      · rw [e, if_pos (neg_lt_zero.mpr ha)]; ring

/-- On a non-empty `z`-regular graph with `z > 0` and `t ≠ 0`, the condition `H² = z t² 1` holds
exactly when every site has a single neighbour. -/
theorem hopping_sq_scalar_iff [Nonempty V] (ht : t ≠ 0) (hz : 0 < z)
    (hG : G.IsRegularOfDegree z) :
    hopping G t * hopping G t = ((z : ℝ) * t ^ 2) • (1 : Matrix V V ℝ) ↔ z = 1 := by
  constructor
  · intro h
    by_contra hne
    obtain ⟨v⟩ := ‹Nonempty V›
    have hc : 1 < (G.neighborFinset v).card := by
      rw [G.card_neighborFinset_eq_degree, hG v]; omega
    -- two neighbours of `v` are joined by a two-step walk
    obtain ⟨a, ha, b, hb, hab⟩ := Finset.one_lt_card.mp hc
    rw [SimpleGraph.mem_neighborFinset] at ha hb
    have he := congrFun (congrFun h a) b
    rw [hopping_sq, Matrix.smul_apply, Matrix.smul_apply, Matrix.one_apply_ne hab,
      smul_zero, smul_eq_mul] at he
    have hp : 0 < (G.adjMatrix ℝ * G.adjMatrix ℝ) a b := by
      rw [Matrix.mul_apply]
      refine Finset.sum_pos' (fun k _ => ?_) ⟨v, Finset.mem_univ v, ?_⟩
      · simp only [SimpleGraph.adjMatrix_apply]
        split_ifs <;> norm_num
      · simp [SimpleGraph.adjMatrix_apply, ha.symm, hb]
    exact absurd he (mul_pos (by positivity) hp).ne'
  · rintro rfl
    ext i j
    rw [hopping_sq, Matrix.smul_apply, Matrix.smul_apply]
    by_cases hij : i = j
    · subst hij
      rw [SimpleGraph.adjMatrix_mul_self_apply_self, hG i, Matrix.one_apply_eq]
      simp
    · rw [Matrix.one_apply_ne hij, smul_zero, Matrix.mul_apply, Finset.sum_eq_zero, smul_zero]
      intro k _
      by_cases h1 : G.Adj i k
      · by_cases h2 : G.Adj k j
        · have hc : (G.neighborFinset k).card ≤ 1 := by
            rw [G.card_neighborFinset_eq_degree, hG k]
          exact absurd (Finset.card_le_one.mp hc i
            ((G.mem_neighborFinset k i).mpr h1.symm) j
            ((G.mem_neighborFinset k j).mpr h2)) hij
        · simp [SimpleGraph.adjMatrix_apply, h2]
      · simp [SimpleGraph.adjMatrix_apply, h1]

/-- On a `z`-regular graph with `n > 0` sites, `z ≥ 2` and `t > 0`, every set of singly occupied
levels has energy strictly above `-n t√z/2`. -/
theorem bandEnergy_strict [Nonempty V] (ht : 0 < t) (hz : 2 ≤ z)
    (hG : G.IsRegularOfDegree z) (s : Finset V) :
    -(Fintype.card V * (t * √(z : ℝ)) / 2) < bandEnergy G t s := by
  have hz0 : 0 < z := by omega
  obtain ⟨hbound, heq⟩ := bandEnergy_bound ht hz0 hG
  refine lt_of_le_of_ne (hbound s) fun h => ?_
  have h1 := (hopping_sq_scalar_iff ht.ne' hz0 hG).mp (heq.mp ⟨s, h.symm⟩)
  omega

end

end TightBindingBound
```

```lean
#print axioms TightBindingBound.bandEnergy_bound
#print axioms TightBindingBound.bandEnergy_strict
```

```
'TightBindingBound.bandEnergy_bound' depends on axioms: [propext, Classical.choice, Quot.sound]
'TightBindingBound.bandEnergy_strict' depends on axioms: [propext, Classical.choice, Quot.sound]
```

## Sites, bonds and occupied levels

The type `V` is the finite set of sites, and the simple graph `G` lists the bonds, with no self-hopping and at most one bond between any two sites. `hopping` is the Hamiltonian H: −t on each bond, zero elsewhere. `G.IsRegularOfDegree z` says that every site has z neighbours.

`level` gives the eigenvalues ε_i of H with multiplicity. Its index i also runs over `V`, but only as a label: level i does not belong to site i. A filling is any finite set `s` of labels, not necessarily the lowest levels, and `bandEnergy` is

E = Σ_{i∈s} ε_i.

Each level holds one electron; for doubly occupied levels, E and the bound both double.

For t > 0 and z > 0, `bandEnergy_bound` states that E ≥ −n t√z/2 for every `s`, and that some `s` attains equality exactly when H² = z t² 1. By `hopping_sq_scalar_iff`, on a non-empty graph this condition means z = 1, a set of isolated dimers. Hence `bandEnergy_strict`: for z ≥ 2 the inequality is strict at every filling.

Semi-empirical potentials for metals often use a band energy proportional to √z; here √z appears as a limit on binding, for non-interacting electrons with one orbital per site. The bound alone does not rank real structures: the actual band energy can lie well above it, t usually changes with z because bond lengths do, and the repulsion between atoms is left out.

## Two moments and a sum of squares

H is real and symmetric, so H = U D Uᵀ with U orthogonal and D the diagonal matrix of levels, and H² = U D² Uᵀ. This is `diagonalization`, where `star U` is Uᵀ. The trace is unchanged by U. The diagonal of H is zero, and each diagonal entry of H² collects t² from z neighbours, so

Σ ε_i = 0,  Σ ε_i² = n z t².

These are `sum_level` and `sum_level_sq`. Now put a = t√z and compare occupied levels with −a and empty ones with +a:

Σ_{i∈s} (ε_i + a)² + Σ_{i∉s} (ε_i − a)²
= Σ ε_i² + n a² + 2a (E − Σ_{i∉s} ε_i)
= 2n a² + 4aE
= 4a (E + n a/2).

The third line uses Σ_{i∉s} ε_i = −E and n z t² = n a². In `deviation_identity`, `split_ifs <;> ring` expands the occupied and empty cases, and `linear_combination` inserts a² = z t². The left side is non-negative and a > 0, so E ≥ −n a/2.

## When the bound is reached

If E = −n a/2, the sum of squares is zero. The Mathlib lemma `Finset.sum_eq_zero_iff_of_nonneg` then does the decisive work: a sum of non-negative terms vanishes only if each term does. One equation for the total energy thus becomes one equation per level, ε_i = −a or ε_i = +a, and so ε_i² = z t² for all i.

`hopping_sq_eq_iff` translates this into a matrix equation. If D² = z t² 1, then H² = U D² Uᵀ = z t² 1; conversely, D² = Uᵀ H² U. So if H² = z t² 1, every level is ±a. Filling the negative levels makes every square vanish, and E = −n a/2.

For z ≥ 2, take two distinct neighbours p and q of a site v (`a` and `b` in the code). The walk p–v–q contributes t² to (H²)_pq and no walk contributes negatively, so H² has a non-zero off-diagonal entry. For z = 1, every two-step walk returns to its start, and H² = t² 1.

## A ring of four sites

Take n = 4, z = 2 and t = 1. The levels are −2, 0, 0, 2, with sum 0 and sum of squares 8 = n z t². The lowest possible E is −2, above the bound −2√2 ≈ −2.83. With only the level −2 occupied, the squares give

(−2 + √2)² + 2(0 − √2)² + (2 − √2)² = 16 − 8√2,

which equals 4√2 (−2 + 2√2), as the identity requires.
